# Exponentiating the commutator with a nilpotent operator gives a similarity transformation

For a nilpotent element σ and any element X of a ring that is an algebra over the rationals, the lemma states that the exponential of the map X ↦ Xσ − σX, applied to X, equals exp(−σ) X exp(σ). In physics this is the nested-commutator form of a similarity-transformed operator, as met in coupled-cluster theory; since σ is nilpotent, every exponential here is a finite sum. Nothing else is assumed: there is no Hilbert space, and σ and X need not commute. The attempt writes the commutator map as left multiplication by −σ plus right multiplication by σ, works out the exponential of each, and combines them using the fact that the two multiplications commute.

In Lean, a first try:

```lean
import Mathlib

open Finset

namespace ExpCommWith

noncomputable section

variable {A : Type*} [Ring A] [Algebra ℚ A]

/-- The commutator with `σ`, as the linear map `X ↦ Xσ - σX`. -/
def commWith (σ : A) : Module.End ℚ A := LinearMap.mulRight ℚ σ - LinearMap.mulLeft ℚ σ

/-- For nilpotent `σ`, the exponential of the commutator map is the similarity
transformation `X ↦ exp(-σ) X exp(σ)`. -/
theorem exp_commWith {σ : A} (hσ : IsNilpotent σ) (X : A) :
    IsNilpotent.exp (commWith σ) X = IsNilpotent.exp (-σ) * X * IsNilpotent.exp σ := by
  obtain ⟨n, hn⟩ := hσ
  have hn' : (-σ) ^ n = 0 := by rw [neg_pow, hn, mul_zero]
  have hR : (LinearMap.mulRight ℚ σ) ^ n = 0 :=
    LinearMap.ext fun Y => by simp [LinearMap.pow_mulRight, hn]
  have hL : (LinearMap.mulLeft ℚ (-σ)) ^ n = 0 :=
    LinearMap.ext fun Y => by simp [LinearMap.pow_mulLeft, hn']
  have hs : commWith σ = LinearMap.mulLeft ℚ (-σ) + LinearMap.mulRight ℚ σ := by
    refine LinearMap.ext fun Y => ?_
    show Y * σ - σ * Y = -σ * Y + Y * σ
    noncomm_ring
  have eL : ∀ Y, IsNilpotent.exp (LinearMap.mulLeft ℚ (-σ)) Y = IsNilpotent.exp (-σ) * Y := by
    intro Y
    rw [IsNilpotent.exp_eq_sum hL, IsNilpotent.exp_eq_sum hn', LinearMap.sum_apply,
      Finset.sum_mul]
    exact Finset.sum_congr rfl fun i _ => by simp [LinearMap.pow_mulLeft]
  have eR : ∀ Y, IsNilpotent.exp (LinearMap.mulRight ℚ σ) Y = Y * IsNilpotent.exp σ := by
    intro Y
    rw [IsNilpotent.exp_eq_sum hR, IsNilpotent.exp_eq_sum hn, LinearMap.sum_apply,
      Finset.mul_sum]
    exact Finset.sum_congr rfl fun i _ => by simp [LinearMap.pow_mulRight]
  -- left and right multiplication commute, so the exponential factorises
  rw [hs, IsNilpotent.exp_add_of_commute (LinearMap.commute_mulLeft_right ℚ (-σ) σ)
    ⟨n, hL⟩ ⟨n, hR⟩, Module.End.mul_apply, eR, eL, mul_assoc]

end

end ExpCommWith
```

The compiler's answer:

```
Main.lean:39:77: error: Type mismatch
  -σ
has type
  A
of sort `Type u_1` but is expected to have type
  Type
of sort `Type 1`
Main.lean:17:85: error: unsolved goals
A : Type u_1
inst✝¹ : Ring A
inst✝ : Algebra ℚ A
σ X : A
n : ℕ
hn : σ ^ n = 0
hn' : (-σ) ^ n = 0
hR : LinearMap.mulRight ℚ σ ^ n = 0
hL : LinearMap.mulLeft ℚ (-σ) ^ n = 0
hs : commWith σ = LinearMap.mulLeft ℚ (-σ) + LinearMap.mulRight ℚ σ
eL : ∀ (Y : A), (IsNilpotent.exp (LinearMap.mulLeft ℚ (-σ))) Y = IsNilpotent.exp (-σ) * Y
eR : ∀ (Y : A), (IsNilpotent.exp (LinearMap.mulRight ℚ σ)) Y = Y * IsNilpotent.exp σ
⊢ (IsNilpotent.exp (LinearMap.mulLeft ℚ (-σ) + LinearMap.mulRight ℚ σ)) X = IsNilpotent.exp (-σ) * X * IsNilpotent.exp σ
```

Diagnosis. The first message concerns the arguments given to `LinearMap.commute_mulLeft_right`. After `ℚ` the lemma expects a type, but the call supplies `-σ`, which is an element of `A`. The term therefore fails to elaborate, and `IsNilpotent.exp_add_of_commute` doesn't get the proof of commutation it needs.

The second message follows from the first. The rewrite with `hs` had already been done, as the displayed goal shows, but the `rw` stopped at the faulty term and left the rest of the goal unproved.

The repair doesn't call that lemma at all. It proves the commutation as `hc`: `show` states it as an equality of the two products of maps, and `LinearMap.ext` reduces this to an equality at each `Y`, namely that `-σ * (Y * σ)` equals `-σ * Y * σ`. That is `mul_assoc` read backwards, hence the `.symm`. With `hc` in place of the faulty term, the same chain of rewrites closes the goal; the moved line break in it is mere tidying.

The change, after which it compiles:

```diff
@@ -37,6 +37,10 @@
     exact Finset.sum_congr rfl fun i _ => by simp [LinearMap.pow_mulRight]
   -- left and right multiplication commute, so the exponential factorises
-  rw [hs, IsNilpotent.exp_add_of_commute (LinearMap.commute_mulLeft_right ℚ (-σ) σ)
-    ⟨n, hL⟩ ⟨n, hR⟩, Module.End.mul_apply, eR, eL, mul_assoc]
+  have hc : Commute (LinearMap.mulLeft ℚ (-σ)) (LinearMap.mulRight ℚ σ) := by
+    show LinearMap.mulLeft ℚ (-σ) * LinearMap.mulRight ℚ σ =
+      LinearMap.mulRight ℚ σ * LinearMap.mulLeft ℚ (-σ)
+    exact LinearMap.ext fun Y => (mul_assoc (-σ) Y σ).symm
+  rw [hs, IsNilpotent.exp_add_of_commute hc ⟨n, hL⟩ ⟨n, hR⟩, Module.End.mul_apply,
+    eR, eL, mul_assoc]
 
 end
```
